# For a bounded self-adjoint Hamiltonian, the Fourier transform over t > 0 of the time signal damped by exp(−ηt) is i times the matrix element of the Green operator at E + iη

This text relates the damped signal of an evolving quantum state to a broadened energy spectrum. The Hamiltonian H is a bounded self-adjoint operator on a complex Hilbert space, which includes every Hermitian matrix. With ℏ = 1, the signal is the overlap of a state v with its own time evolution, and the damping is a factor exp(−ηt) with η > 0.

```lean
import Mathlib

open Complex MeasureTheory Set Filter Topology

namespace TimeDomainDamping

noncomputable section

variable {V : Type*} [NormedAddCommGroup V] [InnerProductSpace ℂ V] [CompleteSpace V]

/-- The time-evolution operator `exp(-i H t)`, in units with `ℏ = 1`. -/
def propagator (H : V →L[ℂ] V) (t : ℝ) : V →L[ℂ] V :=
  NormedSpace.exp ((t : ℂ) • ((-I) • H))

/-- The damped transition amplitude `exp(i E t - η t) ⟨v, exp(-i H t) w⟩`. -/
def dampedAmplitude (H : V →L[ℂ] V) (E η : ℝ) (v w : V) (t : ℝ) : ℂ :=
  Complex.exp ((I * E - η) * t) * inner ℂ v (propagator H t w)

/-- The Green operator `(E + i η - H)⁻¹`, meaningful where `E + i η - H` is invertible. -/
def green (H : V →L[ℂ] V) (E η : ℝ) : V →L[ℂ] V :=
  Ring.inverse (((E : ℂ) + η * I) • (1 : V →L[ℂ] V) - H)

/-- Time evolution under a self-adjoint Hamiltonian preserves the norm of every state. -/
theorem norm_propagator_apply {H : V →L[ℂ] V} (hH : IsSelfAdjoint H) (t : ℝ) (x : V) :
    ‖propagator H t x‖ = ‖x‖ := by
  have ha : (-(t : ℂ)) • H ∈ selfAdjoint (V →L[ℂ] V) := by
    rw [selfAdjoint.mem_iff, star_smul, hH.star_eq]
    simp
  have hu : propagator H t = (selfAdjoint.expUnitary ⟨(-(t : ℂ)) • H, ha⟩ : V →L[ℂ] V) := by
    change NormedSpace.exp _ = NormedSpace.exp (I • ((-(t : ℂ)) • H))
    rw [smul_smul, smul_smul]
    congr 2
    ring
  obtain ⟨h1, _⟩ := (selfAdjoint.expUnitary ⟨(-(t : ℂ)) • H, ha⟩).2
  rw [← hu] at h1
  -- unitarity, read as an identity between inner products
  have h3 : ContinuousLinearMap.adjoint (propagator H t) (propagator H t x) = x :=
    DFunLike.congr_fun h1 x
  have h2 : inner ℂ (propagator H t x) (propagator H t x) = inner ℂ x x := by
    rw [← ContinuousLinearMap.adjoint_inner_right, h3]
  have h4 : ‖propagator H t x‖ ^ 2 = ‖x‖ ^ 2 := by
    rw [← inner_self_eq_norm_sq (𝕜 := ℂ) (propagator H t x),
      ← inner_self_eq_norm_sq (𝕜 := ℂ) x, h2]
  exact (sq_eq_sq₀ (norm_nonneg _) (norm_nonneg _)).mp h4

/-- For self-adjoint `H`, real `E` and real `η ≠ 0`, the operator `E + i η - H` is invertible. -/
theorem isUnit_shifted {H : V →L[ℂ] V} (hH : IsSelfAdjoint H) (E : ℝ) {η : ℝ} (hη : η ≠ 0) :
    IsUnit (((E : ℂ) + η * I) • (1 : V →L[ℂ] V) - H) := by
  by_contra h
  have hz : ((E : ℂ) + η * I) ∈ spectrum ℂ H := by
    rw [spectrum.mem_iff, Algebra.algebraMap_eq_smul_one]
    exact h
  have him := congrArg Complex.im (hH.mem_spectrum_eq_re hz)
  simp at him
  exact hη him

/-- Equation of motion: the time derivative of the damped amplitude is `i` times the damped
amplitude with `w` replaced by `(E + i η - H) w`. -/
theorem hasDerivAt_dampedAmplitude (H : V →L[ℂ] V) (E η : ℝ) (v w : V) (t : ℝ) :
    HasDerivAt (dampedAmplitude H E η v w)
      (I * dampedAmplitude H E η v ((((E : ℂ) + η * I) • (1 : V →L[ℂ] V) - H) w) t) t := by
  have h1 := hasDerivAt_exp_smul_const ((-I) • H) (t : ℂ)
  let L : (V →L[ℂ] V) →L[ℂ] ℂ := (innerSL ℂ v).comp (ContinuousLinearMap.apply ℂ V w)
  have h2 := L.hasFDerivAt.comp_hasDerivAt (t : ℂ) h1
  have h3 : HasDerivAt (fun s : ℂ => Complex.exp ((I * E - η) * s))
      (Complex.exp ((I * E - η) * t) * (I * E - η)) (t : ℂ) := by
    simpa using ((hasDerivAt_id' (t : ℂ)).const_mul (I * E - η)).cexp
  refine (h3.mul h2).comp_ofReal.congr_deriv ?_
  have e1 : inner ℂ v (propagator H t ((-I) • H w))
      = -I * inner ℂ v (propagator H t (H w)) := by
    rw [map_smul, inner_smul_right]
  have e2 : inner ℂ v (propagator H t (((E : ℂ) + η * I) • w - H w))
      = ((E : ℂ) + η * I) * inner ℂ v (propagator H t w)
        - inner ℂ v (propagator H t (H w)) := by
    rw [map_sub, map_smul, inner_sub_right, inner_smul_right]
  change Complex.exp ((I * E - η) * t) * (I * E - η) * inner ℂ v (propagator H t w)
    + Complex.exp ((I * E - η) * t) * inner ℂ v (propagator H t ((-I) • H w))
    = I * (Complex.exp ((I * E - η) * t)
      * inner ℂ v (propagator H t (((E : ℂ) + η * I) • w - H w)))
  rw [e1, e2]
  linear_combination (-(η * Complex.exp ((I * E - η) * t)
    * inner ℂ v (propagator H t w))) * I_sq

/-- For self-adjoint `H` the damped amplitude is bounded by `exp(-η t) ‖v‖ ‖w‖`. -/
theorem norm_dampedAmplitude_le {H : V →L[ℂ] V} (hH : IsSelfAdjoint H) (E η : ℝ) (v w : V)
    (t : ℝ) : ‖dampedAmplitude H E η v w t‖ ≤ Real.exp (-η * t) * (‖v‖ * ‖w‖) := by
  have hre : ((I * E - η) * t : ℂ).re = -η * t := by simp
  rw [dampedAmplitude, norm_mul, Complex.norm_exp, hre]
  have h := norm_inner_le_norm (𝕜 := ℂ) v (propagator H t w)
  rw [norm_propagator_apply hH] at h
  exact mul_le_mul_of_nonneg_left h (Real.exp_pos _).le

/-- For self-adjoint `H` and `η > 0` the damped amplitude is integrable over all times
later than any given time `a`. -/
theorem integrableOn_dampedAmplitude {H : V →L[ℂ] V} (hH : IsSelfAdjoint H) (E : ℝ) {η : ℝ}
    (hη : 0 < η) (v w : V) (a : ℝ) : IntegrableOn (dampedAmplitude H E η v w) (Ioi a) := by
  have hc : Continuous (dampedAmplitude H E η v w) :=
    continuous_iff_continuousAt.2 fun t => (hasDerivAt_dampedAmplitude H E η v w t).continuousAt
  exact (Integrable.mul_const (exp_neg_integrableOn_Ioi a hη) (‖v‖ * ‖w‖)).mono'
    hc.aestronglyMeasurable (ae_of_all _ (norm_dampedAmplitude_le hH E η v w))

/-- For self-adjoint `H` and `η > 0`, the damped amplitude integrated over positive times is
`i` times the matrix element of the Green operator. -/
theorem integral_dampedAmplitude {H : V →L[ℂ] V} (hH : IsSelfAdjoint H) (E : ℝ) {η : ℝ}
    (hη : 0 < η) (v w : V) :
    ∫ t in Ioi (0 : ℝ), dampedAmplitude H E η v w t = I * inner ℂ v (green H E η w) := by
  have hG : (((E : ℂ) + η * I) • (1 : V →L[ℂ] V) - H) (green H E η w) = w :=
    DFunLike.congr_fun (Ring.mul_inverse_cancel _ (isUnit_shifted hH E hη.ne')) w
  -- the amplitude with `w` replaced by `green w` is a primitive of `i` times the amplitude,
  -- and it decays
  have hd : ∀ t ∈ Ici (0 : ℝ), HasDerivAt (dampedAmplitude H E η v (green H E η w))
      (I * dampedAmplitude H E η v w t) t := fun t _ => by
    have h := hasDerivAt_dampedAmplitude H E η v (green H E η w) t
    rwa [hG] at h
  have hexp : Tendsto (fun t : ℝ => Real.exp (-η * t) * (‖v‖ * ‖green H E η w‖))
      atTop (𝓝 0) := by
    have h := (Real.tendsto_exp_atBot.comp
      (tendsto_id.const_mul_atTop_of_neg (neg_lt_zero.2 hη))).mul_const (‖v‖ * ‖green H E η w‖)
    rw [zero_mul] at h
    exact h
  have hlim := squeeze_zero_norm (norm_dampedAmplitude_le hH E η v (green H E η w)) hexp
  have h := integral_Ioi_of_hasDerivAt_of_tendsto' hd
    (Integrable.const_mul (integrableOn_dampedAmplitude hH E hη v w 0) I) hlim
  have h0 : dampedAmplitude H E η v (green H E η w) 0 = inner ℂ v (green H E η w) := by
    simp [dampedAmplitude, propagator, NormedSpace.exp_zero]
  rw [integral_const_mul, h0] at h
  linear_combination (-I) * h + (∫ t in Ioi (0 : ℝ), dampedAmplitude H E η v w t) * I_sq

/-- For self-adjoint `H` and `η > 0`, the real part of the damped half-line transform of
`⟨v, exp(-i H t) v⟩`, divided by `π`, equals `-Im ⟨v, (E + i η - H)⁻¹ v⟩ / π`. -/
theorem damping_eq_broadening {H : V →L[ℂ] V} (hH : IsSelfAdjoint H) (E : ℝ) {η : ℝ}
    (hη : 0 < η) (v : V) :
    (∫ t in Ioi (0 : ℝ), Complex.exp ((I * E - η) * t) * inner ℂ v (propagator H t v)).re
      / Real.pi = -(inner ℂ v (green H E η v)).im / Real.pi := by
  have h := integral_dampedAmplitude hH E hη v v
  simp only [dampedAmplitude] at h
  rw [h, I_mul_re]

/-- For self-adjoint `H` and `η > 0`, the damped amplitude integrated from `0` to `T ≥ 0` differs
from `i` times the matrix element of the Green operator by at most `exp(-η T) ‖v‖ ‖w‖ / η`. -/
theorem finite_time_error {H : V →L[ℂ] V} (hH : IsSelfAdjoint H) (E : ℝ) {η : ℝ}
    (hη : 0 < η) (v w : V) {T : ℝ} (hT : 0 ≤ T) :
    ‖(∫ t in (0 : ℝ)..T, dampedAmplitude H E η v w t) - I * inner ℂ v (green H E η w)‖
      ≤ Real.exp (-η * T) * (‖v‖ * ‖w‖) / η := by
  have split : ∫ t in Ioi (0 : ℝ), dampedAmplitude H E η v w t
      = (∫ t in (0 : ℝ)..T, dampedAmplitude H E η v w t)
        + ∫ t in Ioi T, dampedAmplitude H E η v w t := by
    rw [intervalIntegral.integral_of_le hT, ← setIntegral_union (Ioc_disjoint_Ioi le_rfl)
      measurableSet_Ioi ((integrableOn_dampedAmplitude hH E hη v w 0).mono_set
      Ioc_subset_Ioi_self) (integrableOn_dampedAmplitude hH E hη v w T),
      Ioc_union_Ioi_eq_Ioi hT]
  have tail := norm_integral_le_of_norm_le
    (Integrable.mul_const (exp_neg_integrableOn_Ioi T hη) (‖v‖ * ‖w‖))
    (ae_of_all _ (norm_dampedAmplitude_le hH E η v w))
  rw [integral_mul_const, integral_exp_mul_Ioi (neg_lt_zero.2 hη), neg_div_neg_eq] at tail
  rw [← integral_dampedAmplitude hH E hη v w, split, sub_add_cancel_left, norm_neg]
  exact tail.trans_eq (by ring)

/-- For self-adjoint `H`, `η > 0` and `H v = ε v`, the real part of the damped transform, divided by
`π`, is a Lorentzian in `E` centred at `ε`, with half-width `η` and weight `‖v‖²`. -/
theorem stationary_state_lorentzian {H : V →L[ℂ] V} (hH : IsSelfAdjoint H) (E ε : ℝ) {η : ℝ}
    (hη : 0 < η) {v : V} (hv : H v = (ε : ℂ) • v) :
    (∫ t in Ioi (0 : ℝ), dampedAmplitude H E η v v t).re / Real.pi
      = ‖v‖ ^ 2 * (η / Real.pi / ((E - ε) ^ 2 + η ^ 2)) := by
  have hG : green H E η (((E : ℂ) + η * I) • v - H v) = v :=
    DFunLike.congr_fun (Ring.inverse_mul_cancel _ (isUnit_shifted hH E hη.ne')) v
  rw [hv, ← sub_smul, map_smul] at hG
  have hg := congrArg (fun x => inner ℂ v x) hG
  simp only [inner_smul_right] at hg
  have hn : (inner ℂ v v : ℂ).re = ‖v‖ ^ 2 := inner_self_eq_norm_sq (𝕜 := ℂ) v
  have hi : (inner ℂ v v : ℂ).im = 0 := inner_self_im (𝕜 := ℂ) v
  -- real and imaginary parts of `(E + i η - ε) ⟨v, G v⟩ = ‖v‖²`
  have hr := congrArg Complex.re hg
  have hm := congrArg Complex.im hg
  rw [hn] at hr
  rw [hi] at hm
  simp [Complex.mul_re] at hr
  simp [Complex.mul_im] at hm
  rw [integral_dampedAmplitude hH E hη, I_mul_re]
  have hpos : 0 < (E - ε) ^ 2 + η ^ 2 := by positivity
  have key : -(inner ℂ v (green H E η v)).im = ‖v‖ ^ 2 * η / ((E - ε) ^ 2 + η ^ 2) := by
    rw [eq_div_iff hpos.ne']
    linear_combination η * hr - (E - ε) * hm
  rw [key]
  ring

/-- Without damping, the resonant signal of a nonzero eigenvector `v` with real eigenvalue `ε`
is not integrable over positive times. -/
theorem undamped_not_integrable {H : V →L[ℂ] V} {ε : ℝ} {v : V} (hv : H v = (ε : ℂ) • v)
    (hv0 : v ≠ 0) : ¬ IntegrableOn (dampedAmplitude H ε 0 v v) (Ioi 0) := by
  have hz : (((ε : ℂ) + (0 : ℝ) * I) • (1 : V →L[ℂ] V) - H) v = 0 := by simp [hv]
  have hd : ∀ t, HasDerivAt (dampedAmplitude H ε 0 v v) 0 t := fun t => by
    have h := hasDerivAt_dampedAmplitude H ε 0 v v t
    rw [hz] at h
    simpa [dampedAmplitude] using h
  -- at resonance the signal never changes from its initial value
  have hconst : dampedAmplitude H ε 0 v v = fun _ => inner ℂ v v := by
    funext t
    rw [is_const_of_deriv_eq_zero (fun s => (hd s).differentiableAt) (fun s => (hd s).deriv) t 0]
    simp [dampedAmplitude, propagator, NormedSpace.exp_zero]
  rw [hconst]
  simp [integrableOn_const_iff, hv0]

end

end TimeDomainDamping
```

```lean
#print axioms TimeDomainDamping.damping_eq_broadening
#print axioms TimeDomainDamping.finite_time_error
#print axioms TimeDomainDamping.stationary_state_lorentzian
#print axioms TimeDomainDamping.undamped_not_integrable
```

```
'TimeDomainDamping.damping_eq_broadening' depends on axioms: [propext, Classical.choice, Quot.sound]
'TimeDomainDamping.finite_time_error' depends on axioms: [propext, Classical.choice, Quot.sound]
'TimeDomainDamping.stationary_state_lorentzian' depends on axioms: [propext, Classical.choice, Quot.sound]
'TimeDomainDamping.undamped_not_integrable' depends on axioms: [propext, Classical.choice, Quot.sound]
```

## Two ways to compute one spectrum

The main theorem, `damping_eq_broadening`, says that for every real E, every η > 0 and every vector v,

Re ∫₀^∞ exp(iEt − ηt) ⟨v, exp(−iHt) v⟩ dt / π = −Im ⟨v, (E + iη − H)⁻¹ v⟩ / π.

The left side is computed from a propagation in time, the right side from a linear solve at a complex energy. In a finite basis, expanding v in orthonormal eigenvectors of H turns the right side into a sum of Lorentzians of half-width η, centred at the eigenvalues and weighted by the squared moduli of the coefficients of v. Damping the autocorrelation function thus replaces sharp spectral lines by Lorentzians.

In Lean, `V` is the Hilbert space and `V →L[ℂ] V` the type of bounded operators on it. `propagator H t` is exp(−iHt), and `inner ℂ v w` is ⟨v, w⟩, conjugate-linear in v as in physics. `dampedAmplitude H E η v w t` is the integrand with a possibly different second vector w. `green H E η` is the Green operator G = (E + iη − H)⁻¹, written with `Ring.inverse`; that function returns zero for a non-invertible operator, a case which `isUnit_shifted` excludes for η ≠ 0.

The vector v need not be normalised. For an eigenvector with Hv = εv, `stationary_state_lorentzian` gives the line shape

‖v‖² · (η/π) / ((E − ε)² + η²),

whose weight is 1 for a normalised state. Here η is the half-width at half maximum, so the full width is 2η.

The rate η is postulated. It stands for a window function applied to the signal or for a phenomenological decay of the amplitude, and it is not derived from coupling to an environment. One step left open towards a real atom or molecule is the passage from a bounded H, such as a matrix in a finite basis, to the unbounded Hamiltonian with its kinetic energy.

## From the equation of motion to the Green operator

Write A_w(t) = exp(iEt − ηt) ⟨v, exp(−iHt) w⟩.

**The damped amplitude decays.** Since H is self-adjoint, exp(−iHt) is unitary and preserves norms. The Cauchy–Schwarz inequality then gives

|A_w(t)| ≤ exp(−ηt) ‖v‖ ‖w‖,

so A_w is integrable over t > 0 and tends to zero. In Lean, `norm_propagator_apply` identifies the propagator with Mathlib's `selfAdjoint.expUnitary` and reads unitarity as an identity of inner products. The bound is `norm_dampedAmplitude_le`, and `integrableOn_dampedAmplitude` compares A_w with the integrable exponential.

**The inverse exists.** The spectrum of a self-adjoint operator is real, while E + iη has imaginary part η ≠ 0. Hence E + iη − H is invertible. `isUnit_shifted` argues by contradiction in the same way.

**The derivative is again a damped amplitude.** By the product rule, and because iE − η = i(E + iη),

dA_w/dt = (iE − η) A_w − i A_{Hw} = i A_{(E + iη − H)w}.

This is `hasDerivAt_dampedAmplitude`. It differentiates both factors in a complex time variable, restricts to real time, and closes the algebra with i² = −1.

**Integration.** Replace w by Gw. Since (E + iη − H)Gw = w, the derivative of A_{Gw} is iA_w. Integrating from 0 to ∞, with A_{Gw}(0) = ⟨v, Gw⟩ and limit zero at late times, gives

i ∫₀^∞ A_w(t) dt = 0 − ⟨v, Gw⟩,

and therefore

∫₀^∞ A_w(t) dt = i ⟨v, Gw⟩.

`integral_dampedAmplitude` carries this out with the fundamental theorem of calculus on a half-line. Setting w = v, using Re(iz) = −Im z and dividing by π yields the main theorem.

## Line shape, finite propagation time and the undamped case

For an eigenvector, applying G to (E + iη − H)v = (E + iη − ε)v and taking the inner product with v gives

(E + iη − ε) ⟨v, Gv⟩ = ‖v‖².

With ⟨v, Gv⟩ = x + iy, the real and imaginary parts are

(E − ε)x − ηy = ‖v‖²,

(E − ε)y + ηx = 0.

Taking η times the first minus (E − ε) times the second leaves −y((E − ε)² + η²) = η‖v‖², which is the Lorentzian. The final `linear_combination` in the Lean proof uses these same multipliers.

If the propagation stops at T ≥ 0, the missing part is the integral from T to ∞. By the decay bound its modulus is at most

∫_T^∞ exp(−ηt) ‖v‖ ‖w‖ dt = exp(−ηT) ‖v‖ ‖w‖ / η.

This is `finite_time_error`, which splits the half-line at T and bounds the tail.

For η = 0, E = ε and a nonzero eigenvector, the derivative of A_v(t) = exp(iεt) ⟨v, exp(−iHt) v⟩ vanishes. This amplitude stays at ‖v‖² for all times and is not integrable over t > 0, as `undamped_not_integrable` states. Integrability therefore fails in general if η > 0 is relaxed to η ≥ 0.

## A two-level system with η = 1

Take the matrix H with rows (0, 1) and (1, 0), the normalised state v = (1, 0), and E = η = 1. The signal is ⟨v, exp(−iHt) v⟩ = cos t, so with a = 1 − i,

∫₀^∞ exp(−at) cos t dt = a/(a² + 1) = (1 − i)/(1 − 2i) = (3 + i)/5.

On the other side, with z = 1 + i,

⟨v, Gv⟩ = z/(z² − 1) = (1 + i)/(−1 + 2i) = (1 − 3i)/5.

Multiplying by i gives (3 + i)/5 again. Both sides of the main theorem equal 3/(5π) ≈ 0.191.

The eigenvalues are ±1, and v has weight 1/2 on each. Two Lorentzians at E = 1 add up to (1/π)(1/2 · 1 + 1/2 · 1/5) = 3/(5π), the same value. Stopping at T = 5 changes the complex integral by at most exp(−5) ≈ 0.0067.
